# The anticommutator of an annihilator and a creator, each a combination of fermionic modes, is the scalar product of their amplitudes

For finitely many modes on a complex inner product space, let the operators b_l and their adjoints b_l* satisfy b_k b_l* + b_l* b_k = δ_kl. The theorem states that the annihilator ∑ conj(x_l) b_l and the creator ∑ y_l b_l* have as anticommutator the number ∑ conj(x_l) y_l times the identity. The amplitudes need not be normalised: for x = y the number is ∑ |x_l|², which is 1 only for normalised x. The attempt writes each of the two operator products as a double sum with the same order of summation and of scalars (`h1` and `h2`), adds them term by term, and uses the mode relation to keep only the terms with l = k.

An attempt in Lean 4 with a fault in it:

```lean
import Mathlib

open Matrix
open scoped InnerProductSpace ComplexOrder

namespace AnnihilatorCreator

noncomputable section

variable {ι H : Type*} [Fintype ι] [DecidableEq ι]
  [NormedAddCommGroup H] [InnerProductSpace ℂ H]

/-- The operators `bd l` are the adjoints of the modes `b l`, and the two families satisfy the
mixed anticommutation relation `b_k b_l* + b_l* b_k = δ_kl`. -/
structure MixedCAR (b bd : ι → Module.End ℂ H) : Prop where
  adj : ∀ l u v, ⟪bd l u, v⟫_ℂ = ⟪u, b l v⟫_ℂ
  anticomm : ∀ k l v, b k (bd l v) + bd l (b k v) = if k = l then v else 0

/-- The creator `∑ x_l b_l*` of a quasiparticle with amplitudes `x`. -/
def creator (bd : ι → Module.End ℂ H) (x : ι → ℂ) : Module.End ℂ H :=
  ∑ l, x l • bd l

/-- The annihilator `∑ conj(x_l) b_l` of a quasiparticle with amplitudes `x`. -/
def annihilator (b : ι → Module.End ℂ H) (x : ι → ℂ) : Module.End ℂ H :=
  ∑ l, star (x l) • b l

variable {b bd : ι → Module.End ℂ H} {ψ : H} {m : ℕ}

/-- Under `MixedCAR`, the anticommutator of a quasiparticle annihilator and a creator is the scalar
product of their amplitudes. -/
theorem annihilator_creator (h : MixedCAR b bd) (x y : ι → ℂ) (v : H) :
    annihilator b x (creator bd y v) + creator bd y (annihilator b x v)
      = (star x ⬝ᵥ y) • v := by
  have h1 : annihilator b x (creator bd y v)
      = ∑ k, ∑ l, star (x k) • y l • b k (bd l v) := by
    simp only [annihilator, creator, LinearMap.sum_apply, LinearMap.smul_apply, map_sum,
      map_smul, Finset.smul_sum]
  have h2 : creator bd y (annihilator b x v)
      = ∑ k, ∑ l, star (x k) • y l • bd l (b k v) := by
    simp only [annihilator, creator, LinearMap.sum_apply, LinearMap.smul_apply, map_sum,
      map_smul, Finset.smul_sum]
    rw [Finset.sum_comm]
    exact Finset.sum_congr rfl fun k _ => Finset.sum_congr rfl fun l _ => smul_comm _ _ _
  rw [h1, h2, ← Finset.sum_add_distrib, dotProduct, Finset.sum_smul]
  refine Finset.sum_congr rfl fun k _ => ?_
  -- only the term l = k survives
  simp only [← Finset.sum_add_distrib, ← smul_add, h.anticomm, smul_ite, smul_zero,
    Finset.sum_ite_eq, Finset.mem_univ, if_true, Pi.star_apply, mul_smul]

end

end AnnihilatorCreator
```

Messages:

```
Main.lean:35:53: error: unsolved goals
ι : Type u_1
H : Type u_2
inst✝³ : Fintype ι
inst✝² : DecidableEq ι
inst✝¹ : NormedAddCommGroup H
inst✝ : InnerProductSpace ℂ H
b bd : ι → Module.End ℂ H
h : MixedCAR b bd
x y : ι → ℂ
v : H
⊢ ∑ x_1, ∑ x_2, y x_1 • star (x x_2) • (b x_2) ((bd x_1) v) = ∑ k, ∑ l, star (x k) • y l • (b k) ((bd l) v)
Main.lean:42:8: error: No goals to be solved
```

What went wrong. The two messages have one cause: the step that reorders a double sum stands in the wrong one of the two auxiliary claims. In both, `simp only` expands the product with the sum of the operator that acts first on the outside, and that operator's scalar in front.

In `h1` the creator acts first. The goal left over therefore has the creator's index outside and `y x_1` before `star (x x_2)`, while the claim wants the reverse of both. Nothing follows the `simp only`, so the goal stays unsolved.

In `h2` the annihilator acts first, and the expansion already has the form claimed. `simp only` closes the goal, and the `rw [Finset.sum_comm]` after it fails with "No goals to be solved".

The repair moves the two closing lines from `h2` to `h1`. There `Finset.sum_comm` exchanges the sums and `smul_comm` exchanges the scalars in each term; `h2` ends with its `simp only`.

The change, after which it compiles:

```diff
@@ -36,10 +36,10 @@
     simp only [annihilator, creator, LinearMap.sum_apply, LinearMap.smul_apply, map_sum,
       map_smul, Finset.smul_sum]
+    rw [Finset.sum_comm]
+    exact Finset.sum_congr rfl fun k _ => Finset.sum_congr rfl fun l _ => smul_comm _ _ _
   have h2 : creator bd y (annihilator b x v)
       = ∑ k, ∑ l, star (x k) • y l • bd l (b k v) := by
     simp only [annihilator, creator, LinearMap.sum_apply, LinearMap.smul_apply, map_sum,
       map_smul, Finset.smul_sum]
-    rw [Finset.sum_comm]
-    exact Finset.sum_congr rfl fun k _ => Finset.sum_congr rfl fun l _ => smul_comm _ _ _
   rw [h1, h2, ← Finset.sum_add_distrib, dotProduct, Finset.sum_smul]
   refine Finset.sum_congr rfl fun k _ => ?_
```
